# For a Neutral Molecule, a Picture-Changed Dipole Without Its Small-Component Term Shifts with the Origin in Proportion to the Small-Component Population

One way to test a dipole routine in a two-component program is to evaluate the dipole of a neutral molecule twice from the same density, with the origin moved in between. If the position operator has been transformed in full, the two values agree. If the term from the small component has been left out, they differ by the displacement times the electronic population of the small component. Agreement alone does not validate the transformation, because an untransformed position operator passes the test too.

This holds for a one-electron transformation in a finite basis, with point nuclei and with the density and the transformation held fixed.

## The uncancelled small-component charge

Take orthonormal bases for the large and the small component. The matrix X turns large-component coefficients into small-component ones, and R renormalizes: a two-component vector v stands for the four-component orbital with large part Rv and small part XRv. These orbitals keep the norm of v if

Rᴴ(1 + XᴴX)R = 1.

The usual choice is the Hermitian matrix R = (1 + XᴴX)^(−1/2). An operator with large-large block A and small-small block B becomes

P(A, B) = Rᴴ(A + XᴴBX)R.

Let zL and zS be the blocks of the electron's position along one axis. Moving the origin to s subtracts s from both, so

P(zL − s, zS − s) = P(zL, zS) − s Rᴴ(1 + XᴴX)R = P(zL, zS) − s.

Without the small block only RᴴR multiplies s, and renormalization gives RᴴR = 1 − RᴴXᴴXR. Hence

P(zL − s, 0) = P(zL, 0) − s(1 − RᴴXᴴXR).

In atomic units the dipole is the nuclear sum Σₐ Zₐ(rₐ − s) minus tr(DP), where D is the density matrix. Let N = Σₐ Zₐ. Neutrality means tr D = N. The nuclear sum changes by −sN, and the two dipoles change by

full: −sN + s tr D = 0,

truncated: −sN + s(tr D − p) = −sp, with p = tr(D RᴴXᴴXR).

The number p is the small-component population. To find its sign, put Y = XR and let yᵢ be column i of Yᴴ. Then

p = tr(YDYᴴ) = Σᵢ yᵢᴴDyᵢ.

Every term is nonnegative when D is positive semidefinite. If p = 0, every term vanishes. Writing D = CᴴC turns a term into ‖Cyᵢ‖², so Cyᵢ = 0 and therefore Dyᵢ = 0. Thus DYᴴ = 0, and the adjoint of this equation is XRD = 0. Conversely, XRD = 0 gives p = 0 at once. For s ≠ 0 the truncated dipole therefore stays put exactly when XRD = 0, that is, when the occupied orbitals have no small component.

For a neutral one-electron atom with one large and one small basis function, X is a number and D = N = 1, and the truncated dipole changes by

−s|X|²/(1 + |X|²).

This tends to zero as |X|² when X → 0, the nonrelativistic limit.

## Matrices, renormalization and the two dipoles

The types `m`, `n` and `ι` label the small-component functions, the large-component functions and the nuclei. The two bases may differ in size.

In Lean 4 with Mathlib:

```lean
import Mathlib

open Matrix
open scoped ComplexOrder

namespace PictureChangeDipole

noncomputable section

variable {m n ι : Type*} [Fintype m] [DecidableEq m] [Fintype n] [DecidableEq n] [Fintype ι]
```

The first definition states the orthonormality condition. It fixes R only up to a unitary factor on the right, so the theorems apply to more than the Hermitian choice.

```lean
/-- `R` renormalizes the large component: the four-component orbitals with large part `R`
and small part `X R` are orthonormal. -/
def IsRenormalization (X : Matrix m n ℂ) (R : Matrix n n ℂ) : Prop :=
  Rᴴ * (1 + Xᴴ * X) * R = 1
```

The next one is P(A, B), for block-diagonal operators such as position.

```lean
/-- The two-component form of the block-diagonal four-component operator with large-large block `A`
and small-small block `B`. -/
def pictureChange (X : Matrix m n ℂ) (R A : Matrix n n ℂ) (B : Matrix m m ℂ) :
    Matrix n n ℂ :=
  Rᴴ * (A + Xᴴ * B * X) * R
```

The charges `Z` and positions `r` are real numbers, and `s` is the new origin on the same axis.

```lean
/-- Dipole of point nuclei with charges `Z` at positions `r` along an axis, with the origin
at `s`. -/
def nuclearDipole (Z r : ι → ℝ) (s : ℝ) : ℝ := ∑ a, Z a * (r a - s)
```

The full dipole shifts both electronic blocks. The truncated one sets the small block to zero and keeps the same R.

```lean
/-- Molecular dipole about the origin `s`, with both blocks `zL` and `zS` of the electronic
position operator transformed. -/
def fullDipole (X : Matrix m n ℂ) (R D zL : Matrix n n ℂ) (zS : Matrix m m ℂ)
    (Z r : ι → ℝ) (s : ℝ) : ℂ :=
  (nuclearDipole Z r s : ℂ) -
    (D * pictureChange X R (zL - (s : ℂ) • 1) (zS - (s : ℂ) • 1)).trace

/-- Molecular dipole about the origin `s`, with the small-component term of the electronic
position operator dropped. -/
def truncatedDipole (X : Matrix m n ℂ) (R D zL : Matrix n n ℂ)
    (Z r : ι → ℝ) (s : ℝ) : ℂ :=
  (nuclearDipole Z r s : ℂ) - (D * pictureChange X R (zL - (s : ℂ) • 1) 0).trace
```

Both dipoles are complex numbers because `zL` and `zS` may be any matrices. Physical position blocks are Hermitian, but the origin dependence does not use this. The population p is defined as a trace.

```lean
/-- The electronic population of the small component in the state with density matrix `D`. -/
def smallPopulation (X : Matrix m n ℂ) (R D : Matrix n n ℂ) : ℂ :=
  (D * (Rᴴ * (Xᴴ * X) * R)).trace
```

X and R are inputs: X need not come from a Dirac Hamiltonian, and its response to an electric field does not enter this expectation-value dipole.

## From the inverse square root to the two shift rules

The first lemma connects the general condition with the usual formula. Its hypothesis says that R is Hermitian and that R² is the inverse of 1 + XᴴX. For square matrices a right inverse is also a left inverse, so `mul_eq_one_comm` moves one factor R to the other side.

```lean
omit [DecidableEq m] in
/-- A Hermitian inverse square root of `1 + Xᴴ X` renormalizes the large component. -/
theorem isRenormalization_of_inverse_sqrt {X : Matrix m n ℂ} {R : Matrix n n ℂ}
    (hH : R.IsHermitian) (hR : R * R * (1 + Xᴴ * X) = 1) : IsRenormalization X R := by
  unfold IsRenormalization
  rw [hH.eq]
  rw [Matrix.mul_assoc] at hR
  exact mul_eq_one_comm.mp hR
```

For the full operator, the `calc` block collects the terms in s into Rᴴ(1 + XᴴX)R and then replaces that product by 1.

```lean
/-- Shifting the origin by `s` subtracts `s` times the identity from the fully transformed position
operator, if `R` renormalizes the large component. -/
theorem pictureChange_shift {X : Matrix m n ℂ} {R : Matrix n n ℂ}
    (hR : IsRenormalization X R) (zL : Matrix n n ℂ) (zS : Matrix m m ℂ) (s : ℂ) :
    pictureChange X R (zL - s • 1) (zS - s • 1) = pictureChange X R zL zS - s • 1 := by
  have h : Rᴴ * (1 + Xᴴ * X) * R = 1 := hR
  calc pictureChange X R (zL - s • 1) (zS - s • 1)
      = pictureChange X R zL zS - s • (Rᴴ * (1 + Xᴴ * X) * R) := by
        unfold pictureChange
        simp only [Matrix.mul_sub, Matrix.sub_mul, Matrix.mul_add, Matrix.add_mul,
          Matrix.mul_smul, Matrix.smul_mul, Matrix.mul_one]
        module
    _ = _ := by rw [h]
```

For the truncated operator, `h'` is the identity RᴴR = 1 − RᴴXᴴXR, and the rest is expansion.

```lean
omit [DecidableEq m] in
/-- Without the small-component term, shifting the origin by `s` subtracts only `s (1 - Rᴴ Xᴴ X R)`
from the transformed position operator, if `R` renormalizes the large component. -/
theorem pictureChange_large_shift {X : Matrix m n ℂ} {R : Matrix n n ℂ}
    (hR : IsRenormalization X R) (zL : Matrix n n ℂ) (s : ℂ) :
    pictureChange X R (zL - s • 1) 0 =
      pictureChange X R zL 0 - s • (1 - Rᴴ * (Xᴴ * X) * R) := by
  have h : Rᴴ * (1 + Xᴴ * X) * R = 1 := hR
  have h' : Rᴴ * R = 1 - Rᴴ * (Xᴴ * X) * R := by
    rw [eq_sub_iff_add_eq, ← h]
    simp only [Matrix.mul_add, Matrix.add_mul, Matrix.mul_one]
  rw [← h']
  unfold pictureChange
  simp only [Matrix.mul_sub, Matrix.sub_mul, Matrix.mul_zero, Matrix.zero_mul, add_zero,
    Matrix.mul_smul, Matrix.smul_mul, Matrix.mul_one]
```

## When the small-component population vanishes

Positive semidefiniteness of `D` says that occupation numbers are not negative. In the order on the complex numbers used here, `0 ≤ smallPopulation X R D` also says that the population is real.

The step `ht` rotates the trace into tr(YDYᴴ), and `hsum` writes it as the sum of yᵢᴴDyᵢ. A vanishing sum of nonnegative terms has vanishing terms, and `dotProduct_mulVec_zero_iff` passes from yᵢᴴDyᵢ = 0 to Dyᵢ = 0. Taking the adjoint then gives XRD = 0.

```lean
omit [DecidableEq m] [DecidableEq n] in
/-- For a positive semidefinite density matrix the small-component population is real and
nonnegative, and it vanishes exactly when `X R D = 0`. -/
theorem smallPopulation_nonneg_and_eq_zero_iff (X : Matrix m n ℂ) (R : Matrix n n ℂ)
    {D : Matrix n n ℂ} (hD : D.PosSemidef) :
    0 ≤ smallPopulation X R D ∧ (smallPopulation X R D = 0 ↔ X * R * D = 0) := by
  have ht : smallPopulation X R D = ((X * R) * (D * (X * R)ᴴ)).trace := by
    unfold smallPopulation
    rw [Matrix.trace_mul_comm (X * R), Matrix.conjTranspose_mul]
    simp only [Matrix.mul_assoc]
  -- the population is a sum of expectation values of `D`
  have hsum : smallPopulation X R D =
      ∑ i, star (fun k => (X * R)ᴴ k i) ⬝ᵥ (D *ᵥ fun k => (X * R)ᴴ k i) := by
    rw [ht]
    generalize X * R = Y
    refine Finset.sum_congr rfl fun i _ => ?_
    have h : star (fun k => Yᴴ k i) = fun k => Y i k := by
      funext k
      simp [Matrix.conjTranspose_apply]
    rw [h]
    simp only [Matrix.diag_apply, Matrix.mul_apply, Matrix.mulVec, dotProduct]
  have hpos : ∀ i ∈ (Finset.univ : Finset m),
      0 ≤ star (fun k => (X * R)ᴴ k i) ⬝ᵥ (D *ᵥ fun k => (X * R)ᴴ k i) :=
    fun i _ => hD.dotProduct_mulVec_nonneg _
  refine ⟨hsum ▸ Finset.sum_nonneg hpos, fun h => ?_, fun h => ?_⟩
  · rw [hsum, Finset.sum_eq_zero_iff_of_nonneg hpos] at h
    have h0 : D * (X * R)ᴴ = 0 := by
      ext k i
      exact congrFun ((hD.dotProduct_mulVec_zero_iff _).1 (h i (Finset.mem_univ i))) k
    have h1 := congrArg Matrix.conjTranspose h0
    rwa [Matrix.conjTranspose_mul, Matrix.conjTranspose_conjTranspose, hD.1.eq,
      Matrix.conjTranspose_zero] at h1
  · rw [ht, ← Matrix.mul_assoc, h, Matrix.zero_mul, Matrix.trace_zero]
```

## Neutrality cancels only the full shift

The nuclear sum is split into its value at the old origin and −s times the total charge.

```lean
/-- Shifting the origin by `s` lowers the nuclear dipole by `s` times the total nuclear
charge. -/
theorem nuclearDipole_shift (Z r : ι → ℝ) (s : ℝ) :
    nuclearDipole Z r s = ∑ a, Z a * r a - s * ∑ a, Z a := by
  unfold nuclearDipole
  rw [Finset.mul_sum, ← Finset.sum_sub_distrib]
  exact Finset.sum_congr rfl fun a _ => by ring
```

The hypothesis `hN` is neutrality: the electron number tr D equals the total nuclear charge. Each of the next two proofs inserts the shift rule at `s` and at 0, expands the traces, and uses `hN`. In the first everything proportional to s cancels; in the second −sp remains.

```lean
/-- The fully transformed dipole of a neutral molecule does not depend on the origin, if `R`
renormalizes the large component. -/
theorem fullDipole_origin_independent {X : Matrix m n ℂ} {R D : Matrix n n ℂ}
    (hR : IsRenormalization X R) (zL : Matrix n n ℂ) (zS : Matrix m m ℂ) (Z r : ι → ℝ)
    (hN : D.trace = ((∑ a, Z a : ℝ) : ℂ)) (s : ℝ) :
    fullDipole X R D zL zS Z r s = fullDipole X R D zL zS Z r 0 := by
  unfold fullDipole
  rw [pictureChange_shift hR zL zS (s : ℂ), pictureChange_shift hR zL zS ((0 : ℝ) : ℂ),
    nuclearDipole_shift Z r s, nuclearDipole_shift Z r 0]
  simp only [Matrix.mul_sub, Matrix.mul_smul, Matrix.mul_one, Matrix.trace_sub,
    Matrix.trace_smul, smul_eq_mul, hN, Complex.ofReal_sub, Complex.ofReal_mul,
    Complex.ofReal_zero]
  ring

omit [DecidableEq m] in
/-- For a neutral molecule, shifting the origin by `s` changes the truncated dipole by `-s`
times the small-component population, if `R` renormalizes the large component. -/
theorem truncatedDipole_shift {X : Matrix m n ℂ} {R D : Matrix n n ℂ}
    (hR : IsRenormalization X R) (zL : Matrix n n ℂ) (Z r : ι → ℝ)
    (hN : D.trace = ((∑ a, Z a : ℝ) : ℂ)) (s : ℝ) :
    truncatedDipole X R D zL Z r s - truncatedDipole X R D zL Z r 0 =
      -((s : ℂ) * smallPopulation X R D) := by
  unfold truncatedDipole smallPopulation
  rw [pictureChange_large_shift hR zL (s : ℂ), pictureChange_large_shift hR zL ((0 : ℝ) : ℂ),
    nuclearDipole_shift Z r s, nuclearDipole_shift Z r 0]
  simp only [Matrix.mul_sub, Matrix.mul_smul, Matrix.mul_one, Matrix.trace_sub,
    Matrix.trace_smul, smul_eq_mul, hN, Complex.ofReal_sub, Complex.ofReal_mul,
    Complex.ofReal_zero]
  ring
```

The main theorem combines these results for a nonzero shift of either sign. It says that the full dipole is unchanged, that the change of the truncated dipole has absolute value |s|p, and that the truncated dipole is unchanged exactly when XRD = 0. The middle part uses the fact that p is real and nonnegative, so its norm equals its real part. The last part divides out s.

```lean
/-- Let a neutral molecule have a positive semidefinite density matrix, let `R` renormalize the
large component, and shift the origin by `s ≠ 0`. The full dipole is unchanged, while the change of
the truncated one has absolute value `|s|` times the small-component population and vanishes exactly
when `X R D = 0`. -/
theorem picture_change_origin_dependence {X : Matrix m n ℂ} {R D : Matrix n n ℂ}
    (hR : IsRenormalization X R) (hD : D.PosSemidef) (zL : Matrix n n ℂ)
    (zS : Matrix m m ℂ) (Z r : ι → ℝ) (hN : D.trace = ((∑ a, Z a : ℝ) : ℂ))
    {s : ℝ} (hs : s ≠ 0) :
    fullDipole X R D zL zS Z r s = fullDipole X R D zL zS Z r 0 ∧
    ‖truncatedDipole X R D zL Z r s - truncatedDipole X R D zL Z r 0‖ =
      |s| * (smallPopulation X R D).re ∧
    (truncatedDipole X R D zL Z r s = truncatedDipole X R D zL Z r 0 ↔ X * R * D = 0) := by
  obtain ⟨hpos, hzero⟩ := smallPopulation_nonneg_and_eq_zero_iff X R hD
  refine ⟨fullDipole_origin_independent hR zL zS Z r hN s, ?_, ?_⟩
  · -- a nonnegative complex number equals its real part
    have h := Complex.nonneg_iff.mp hpos
    have hp : smallPopulation X R D = ((smallPopulation X R D).re : ℂ) :=
      Complex.ext (Complex.ofReal_re _).symm (by rw [Complex.ofReal_im]; exact h.2.symm)
    have hnorm : ‖smallPopulation X R D‖ = (smallPopulation X R D).re :=
      (congrArg norm hp).trans
        (by rw [Complex.norm_real, Real.norm_eq_abs, abs_of_nonneg h.1])
    rw [truncatedDipole_shift hR zL Z r hN s, norm_neg, norm_mul, Complex.norm_real,
      Real.norm_eq_abs, hnorm]
  · rw [← sub_eq_zero, truncatedDipole_shift hR zL Z r hN s, neg_eq_zero, mul_eq_zero,
      or_iff_right (Complex.ofReal_ne_zero.mpr hs), hzero]
```

## Couplings without a kernel

If X sends no nonzero vector to zero, every nonzero density has some small-component population. From XRD = 0 one cancels X column by column to get RD = 0, and then

D = Rᴴ(1 + XᴴX)RD = 0,

which contradicts `hD0`. The truncated dipole therefore changes under every nonzero shift.

```lean
/-- If `X` annihilates no nonzero large-component vector and `R` renormalizes the large
component, the truncated dipole of a neutral molecule with nonzero positive semidefinite
density matrix changes under every nonzero shift of the origin. -/
theorem truncatedDipole_origin_dependent {X : Matrix m n ℂ} {R D : Matrix n n ℂ}
    (hR : IsRenormalization X R) (hD : D.PosSemidef) (hD0 : D ≠ 0)
    (hX : ∀ v : n → ℂ, X *ᵥ v = 0 → v = 0) (zL : Matrix n n ℂ) (Z r : ι → ℝ)
    (hN : D.trace = ((∑ a, Z a : ℝ) : ℂ)) {s : ℝ} (hs : s ≠ 0) :
    truncatedDipole X R D zL Z r s ≠ truncatedDipole X R D zL Z r 0 := by
  intro h
  have h0 := (picture_change_origin_dependence hR hD zL 0 Z r hN hs).2.2.mp h
  rw [Matrix.mul_assoc] at h0
  -- `X` can be cancelled column by column, then `R` by renormalization
  have hRD : R * D = 0 := by
    ext k j
    exact congrFun (hX (fun l => (R * D) l j)
      (funext fun i => congrFun (congrFun h0 i) j)) k
  have h1 : Rᴴ * (1 + Xᴴ * X) * R = 1 := hR
  apply hD0
  calc D = Rᴴ * (1 + Xᴴ * X) * R * D := by rw [h1, Matrix.one_mul]
    _ = 0 := by rw [Matrix.mul_assoc, hRD, Matrix.mul_zero]
```

The condition on X is sufficient but not necessary, as a two-electron example shows. There X couples only the second large function to the small component, with coefficient 3/4, and R is diagonal with entries 1 and 4/5. Both large functions are occupied, so D = 1. The only nonzero entry of XR is 3/5, which gives p = 9/25. With nuclei of total charge 2, the truncated dipole changes by −9s/25. The proof checks the matrix entries one by one; the numbers are chosen for easy arithmetic and do not represent a particular molecule.

```lean
/-- An explicit two-electron instance: the coupling `X` and renormalization `R` shown, with
the identity as density matrix, give a small-component population of `9/25`. -/
theorem smallPopulation_witness :
    IsRenormalization (!![0, 3/4; 0, 0] : Matrix (Fin 2) (Fin 2) ℂ) !![1, 0; 0, 4/5] ∧
    (1 : Matrix (Fin 2) (Fin 2) ℂ).PosSemidef ∧
    (1 : Matrix (Fin 2) (Fin 2) ℂ).trace = 2 ∧
    smallPopulation (!![0, 3/4; 0, 0] : Matrix (Fin 2) (Fin 2) ℂ) !![1, 0; 0, 4/5] 1 =
      9/25 := by
  -- the numerals in the matrices are real
  have h3 : (starRingEnd ℂ) 3 = 3 := Complex.ext (by simp) (by simp)
  have h4 : (starRingEnd ℂ) 4 = 4 := Complex.ext (by simp) (by simp)
  have h5 : (starRingEnd ℂ) 5 = 5 := Complex.ext (by simp) (by simp)
  refine ⟨?_, Matrix.PosSemidef.one, by simp, ?_⟩
  · unfold IsRenormalization
    ext i j
    fin_cases i <;> fin_cases j <;>
      simp [Matrix.mul_apply, Fin.sum_univ_succ, Matrix.conjTranspose_apply]
    norm_num [h3, h4, h5]
  · unfold smallPopulation
    simp [Matrix.trace_fin_two, Matrix.mul_apply, Fin.sum_univ_succ,
      Matrix.conjTranspose_apply]
    norm_num [h3, h4, h5]

end

end PictureChangeDipole
```

```lean
#print axioms PictureChangeDipole.isRenormalization_of_inverse_sqrt
-- 'PictureChangeDipole.isRenormalization_of_inverse_sqrt' depends on axioms: [propext, Classical.choice, Quot.sound]
#print axioms PictureChangeDipole.picture_change_origin_dependence
-- 'PictureChangeDipole.picture_change_origin_dependence' depends on axioms: [propext, Classical.choice, Quot.sound]
#print axioms PictureChangeDipole.truncatedDipole_origin_dependent
-- 'PictureChangeDipole.truncatedDipole_origin_dependent' depends on axioms: [propext, Classical.choice, Quot.sound]
```
